# The quasichemical solution model with unlike-bond cost w > 0 and z > 2 neighbours has its critical point at k_BT = w/ln(z/(z − 2))

Suppose the critical temperature of a quasichemical alloy model is taken from the random-mixing formula zw/2. With z = 12 this gives 6w, whereas the quasichemical value is about 5.48w. At 5.7w the formula therefore promises a miscibility gap, but the quasichemical potential increases over the whole composition range, and a search for two coexisting compositions finds none.

## Pairs in a binary alloy

An alloy of species A and B has a fraction x of A, with 0 < x < 1, on a lattice where each site has z neighbours. Temperature T is measured in energy units, so it stands for k_BT. The energy w is the cost of an unlike bond relative to the mean of the two like bonds. Positive w favours unmixing.

Let p be the probability that a bond has A at its first end and B at its second. The like-pair probabilities are then x − p and 1 − x − p, and the total fraction of unlike bonds is 2p. With h = exp(2w/T), define

s = √(1 + 4x(1 − x)(h − 1))

p = 2x(1 − x)/(1 + s)

The exchange potential divided by T, up to a constant independent of composition, is

μ = (z/2) ln((x − p)/(1 − x − p)) − (z − 1) ln(x/(1 − x))

Its slope in x at fixed T decides local stability: a negative slope means that a uniform alloy lowers its free energy by separating.

## Zero slope at equal composition, and stability at every composition

In Lean, `pairRoot h x` is s, `pairProb h x` is p and `exchangePotential z h x` is μ. All arguments are real numbers, so z need not be an integer. The general lemmas take any h > 0; the temperature enters when h is replaced by `Real.exp (2 * w / T)`.

The theorem `critical_temperature` says that, for z > 2 and T > 0, the derivative of μ at x = 1/2 is zero if and only if T = w/ln(z/(z − 2)). It does not assume w > 0: for w ≤ 0 the right-hand side is not positive, so neither side of the equivalence can hold.

The theorem `stable_iff` adds w > 0 and says that the slope is nonnegative at every composition strictly between 0 and 1 if and only if T is at least this value. Below it, some composition is unstable. This is what makes the temperature critical, and not merely a point where one derivative vanishes.

The formulas for p and μ are definitions here. Their derivation from a free energy, which treats bonds as independent apart from the composition constraint, is not part of the file. The model has one constant w and a uniform disordered lattice, so it leaves out sublattice ordering, elastic strain and vibrations. Within those limits, the formula gives a closed value against which a pair-approximation free-energy code can be compared, including one whose w comes from electronic-structure energies.

## From the root to the slope

Write q = x(1 − x). Since (1 − 2x)² = 1 − 4q,

s² − (1 − 2x)² = 4qh > 0

Hence s > |1 − 2x|, and both u = s + 2x − 1 and v = s + 1 − 2x are positive. Putting the like-pair probabilities over the denominator 1 + s gives

x − p = xu/(1 + s)

1 − x − p = (1 − x)v/(1 + s)

Both are positive. Because uv = 4qh, their product is the quasichemical mass-action law:

(x − p)(1 − x − p) = 4q²h/(1 + s)² = hp²

Splitting the logarithms cancels the factors 1 + s and leaves

μ = (z/2)(ln u − ln v) − (z/2 − 1)(ln x − ln(1 − x))

Let s′ be the derivative of s. Differentiating s² gives ss′ = 2(1 − 2x)(h − 1). With u′ = s′ + 2 and v′ = s′ − 2,

u′/u − v′/v = (2(1 − 2x)s′ + 4s)/(4qh)

Multiplying the numerator by s turns it into

4(1 − 4q)(h − 1) + 4(1 + 4q(h − 1)) = 4h

The difference is therefore 1/(sq). The derivative of ln x − ln(1 − x) is 1/q, so

dμ/dx = (z/s − (z − 2))/(2q)

## The spinodal and its highest temperature

For z > 2 the slope is zero exactly when s = z/(z − 2), and nonnegative exactly when s ≤ z/(z − 2). Both sides of the equality are positive, so squaring loses nothing. Using z² − (z − 2)² = 4(z − 1), the zero-slope condition becomes the spinodal equation

x(1 − x)(h − 1)(z − 2)² = z − 1

At x = 1/2 we have q = 1/4, so s = √h = exp(w/T). Zero slope there means

exp(w/T) = z/(z − 2)

Taking logarithms gives T = w/ln(z/(z − 2)); the logarithm is positive because z/(z − 2) > 1.

If w > 0, then h > 1 and s grows with q, which is largest at x = 1/2. The slope is thus nonnegative at every composition exactly when exp(w/T) ≤ z/(z − 2), that is, when T ≥ w/ln(z/(z − 2)).

## Two neighbours: a chain that does not unmix

The slope formula also holds at z = 2, where it reduces to

dμ/dx = 1/(s x(1 − x))

This is positive at every T > 0, so the model chain has no spinodal. Correspondingly, the critical temperature falls to zero as z approaches 2 from above at fixed w > 0.

## The quasichemical slope in Lean

```lean
import Mathlib

open Set Filter Topology

namespace QuasichemicalSolution

noncomputable section

/-- The square root that appears in the quasichemical pair probability. -/
def pairRoot (h x : ℝ) : ℝ := Real.sqrt (1 + 4 * x * (1 - x) * (h - 1))

/-- The quasichemical probability that a bond has A at its first end and B at its second, at
composition `x`. The total fraction of unlike bonds is twice this. -/
def pairProb (h x : ℝ) : ℝ := 2 * x * (1 - x) / (1 + pairRoot h x)

/-- The exchange potential divided by temperature, up to a constant independent of composition, for
coordination number `z`. -/
def exchangePotential (z h x : ℝ) : ℝ :=
  z / 2 * Real.log ((x - pairProb h x) / (1 - x - pairProb h x))
    - (z - 1) * Real.log (x / (1 - x))

/-- Inside the composition range the root is positive, has the expected square, and
exceeds `|1 - 2x|`. -/
theorem pairRoot_spec {h x : ℝ} (hh : 0 < h) (hx0 : 0 < x) (hx1 : x < 1) :
    0 < pairRoot h x ∧ pairRoot h x ^ 2 = 1 + 4 * x * (1 - x) * (h - 1) ∧
      |1 - 2 * x| < pairRoot h x := by
  have hq : 0 < x * (1 - x) := mul_pos hx0 (by linarith)
  have hqh := mul_pos hq hh
  have hpos : 0 < 1 + 4 * x * (1 - x) * (h - 1) := by
    nlinarith [sq_nonneg (1 - 2 * x)]
  have hs : 0 < pairRoot h x := Real.sqrt_pos.2 hpos
  have h2 : pairRoot h x ^ 2 = 1 + 4 * x * (1 - x) * (h - 1) := Real.sq_sqrt hpos.le
  refine ⟨hs, h2, abs_lt_of_sq_lt_sq ?_ hs.le⟩
  rw [h2]
  nlinarith

/-- The probabilities of the two kinds of like pair, in factored form. -/
theorem likePairs_eq {h x : ℝ} (hh : 0 < h) (hx0 : 0 < x) (hx1 : x < 1) :
    x - pairProb h x = x * (pairRoot h x + 2 * x - 1) / (1 + pairRoot h x) ∧
    1 - x - pairProb h x = (1 - x) * (pairRoot h x + 1 - 2 * x) / (1 + pairRoot h x) := by
  obtain ⟨hs, -, -⟩ := pairRoot_spec hh hx0 hx1
  have h1 : 1 + pairRoot h x ≠ 0 := by linarith
  unfold pairProb
  constructor
  · rw [eq_div_iff h1, sub_mul, div_mul_cancel₀ _ h1]
    ring
  · rw [eq_div_iff h1, sub_mul, div_mul_cancel₀ _ h1]
    ring

/-- All pair probabilities are positive and obey the quasichemical mass-action law. -/
theorem quasichemical_law {h x : ℝ} (hh : 0 < h) (hx0 : 0 < x) (hx1 : x < 1) :
    0 < pairProb h x ∧ 0 < x - pairProb h x ∧ 0 < 1 - x - pairProb h x ∧
      (x - pairProb h x) * (1 - x - pairProb h x) = h * pairProb h x ^ 2 := by
  obtain ⟨hs, h2, hab⟩ := pairRoot_spec hh hx0 hx1
  obtain ⟨ha, hb⟩ := abs_lt.1 hab
  obtain ⟨e1, e2⟩ := likePairs_eq hh hx0 hx1
  have h1 : 0 < 1 + pairRoot h x := by linarith
  have hx : 0 < 1 - x := by linarith
  refine ⟨div_pos (mul_pos (by linarith) hx) h1, ?_, ?_, ?_⟩
  · rw [e1]
    exact div_pos (mul_pos hx0 (by linarith)) h1
  · rw [e2]
    exact div_pos (mul_pos hx (by linarith)) h1
  · have hp : pairProb h x * (1 + pairRoot h x) = 2 * x * (1 - x) :=
      div_mul_cancel₀ _ h1.ne'
    rw [e1, e2, div_mul_div_comm, div_eq_iff (mul_pos h1 h1).ne']
    linear_combination x * (1 - x) * h2
      - h * (pairProb h x * (1 + pairRoot h x) + 2 * x * (1 - x)) * hp

/-- The exchange potential with its logarithms separated. -/
theorem exchangePotential_eq (z : ℝ) {h x : ℝ} (hh : 0 < h) (hx0 : 0 < x) (hx1 : x < 1) :
    exchangePotential z h x =
      z / 2 * (Real.log (pairRoot h x + 2 * x - 1) - Real.log (pairRoot h x + 1 - 2 * x))
        - (z / 2 - 1) * (Real.log x - Real.log (1 - x)) := by
  obtain ⟨hs, -, hab⟩ := pairRoot_spec hh hx0 hx1
  obtain ⟨ha, hb⟩ := abs_lt.1 hab
  obtain ⟨e1, e2⟩ := likePairs_eq hh hx0 hx1
  obtain ⟨-, p1, p2, -⟩ := quasichemical_law hh hx0 hx1
  have h1 : 1 + pairRoot h x ≠ 0 := by linarith
  have hx : 1 - x ≠ 0 := by linarith
  have hA : pairRoot h x + 2 * x - 1 ≠ 0 := by linarith
  have hB : pairRoot h x + 1 - 2 * x ≠ 0 := by linarith
  unfold exchangePotential
  rw [Real.log_div p1.ne' p2.ne', e1, e2, Real.log_div (mul_ne_zero hx0.ne' hA) h1,
    Real.log_div (mul_ne_zero hx hB) h1, Real.log_mul hx0.ne' hA, Real.log_mul hx hB,
    Real.log_div hx0.ne' hx]
  ring

/-- The slope of the exchange potential at any composition strictly between 0 and 1. -/
theorem hasDerivAt_exchangePotential (z : ℝ) {h x : ℝ} (hh : 0 < h) (hx0 : 0 < x)
    (hx1 : x < 1) : HasDerivAt (exchangePotential z h)
      ((z / pairRoot h x - (z - 2)) / (2 * (x * (1 - x)))) x := by
  obtain ⟨hs, h2, hab⟩ := pairRoot_spec hh hx0 hx1
  obtain ⟨ha, hb⟩ := abs_lt.1 hab
  have hx : 1 - x ≠ 0 := by linarith
  have hx' : x ≠ 0 := hx0.ne'
  have hs0 : pairRoot h x ≠ 0 := hs.ne'
  have hA0 : pairRoot h x + 2 * x - 1 ≠ 0 := by linarith
  have hB0 : pairRoot h x + 1 - 2 * x ≠ 0 := by linarith
  have hne : 1 + 4 * x * (1 - x) * (h - 1) ≠ 0 := by
    rw [← h2]
    exact (pow_pos hs 2).ne'
  have hd : HasDerivAt (fun y : ℝ => 1 + 4 * y * (1 - y) * (h - 1))
      (4 * (1 - 2 * x) * (h - 1)) x :=
    (((((hasDerivAt_id' x).const_mul 4).fun_mul
      ((hasDerivAt_id' x).const_sub 1)).mul_const (h - 1)).const_add 1).congr_deriv (by ring)
  -- the slope b of the root, known through b * root
  obtain ⟨b, hr, hbs⟩ : ∃ b, HasDerivAt (pairRoot h) b x ∧
      b * pairRoot h x = 2 * (1 - 2 * x) * (h - 1) := by
    refine ⟨_, hd.sqrt hne, ?_⟩
    change 4 * (1 - 2 * x) * (h - 1) / (2 * pairRoot h x) * pairRoot h x = _
    rw [div_mul_eq_mul_div, div_eq_iff (mul_pos two_pos hs).ne']
    ring
  have hA : HasDerivAt (fun y => Real.log (pairRoot h y + 2 * y - 1))
      ((b + 2) / (pairRoot h x + 2 * x - 1)) x :=
    (((hr.fun_add ((hasDerivAt_id' x).const_mul 2)).sub_const 1).log hA0).congr_deriv
      (by simp only [mul_one])
  have hB : HasDerivAt (fun y => Real.log (pairRoot h y + 1 - 2 * y))
      ((b - 2) / (pairRoot h x + 1 - 2 * x)) x :=
    (((hr.add_const 1).fun_sub ((hasDerivAt_id' x).const_mul 2)).log hB0).congr_deriv
      (by simp only [mul_one])
  have hM : HasDerivAt (fun y : ℝ => Real.log (1 - y)) (-1 / (1 - x)) x :=
    ((hasDerivAt_id' x).const_sub 1).log hx
  have hF := ((hA.fun_sub hB).const_mul (z / 2)).fun_sub
    (((Real.hasDerivAt_log hx').fun_sub hM).const_mul (z / 2 - 1))
  refine (hF.congr_of_eventuallyEq ?_).congr_deriv ?_
  · filter_upwards [Ioo_mem_nhds hx0 hx1] with y hy
    exact exchangePotential_eq z hh hy.1 hy.2
  · -- the equation for the root collapses the pair contribution
    have key : (b + 2) / (pairRoot h x + 2 * x - 1) - (b - 2) / (pairRoot h x + 1 - 2 * x)
        = 1 / (pairRoot h x * (x * (1 - x))) := by
      rw [div_sub_div _ _ hA0 hB0, div_eq_div_iff (mul_ne_zero hA0 hB0)
        (mul_ne_zero hs0 (mul_ne_zero hx' hx))]
      linear_combination 2 * (1 - 2 * x) * x * (1 - x) * hbs + (4 * x * (1 - x) - 1) * h2
    have key2 : x⁻¹ - -1 / (1 - x) = 1 / (x * (1 - x)) := by
      field_simp
      ring
    rw [key, key2]
    field_simp

/-- The slope of the exchange potential vanishes, or is nonnegative, exactly when the root
equals, or does not exceed, `z / (z - 2)`. -/
theorem slope_iff {z h x : ℝ} (hz : 2 < z) (hh : 0 < h) (hx0 : 0 < x) (hx1 : x < 1) :
    (deriv (exchangePotential z h) x = 0 ↔ pairRoot h x = z / (z - 2)) ∧
    (0 ≤ deriv (exchangePotential z h) x ↔ pairRoot h x ≤ z / (z - 2)) := by
  obtain ⟨hs, -, -⟩ := pairRoot_spec hh hx0 hx1
  have hz' : 0 < z - 2 := by linarith
  have hq : 0 < 2 * (x * (1 - x)) := mul_pos two_pos (mul_pos hx0 (by linarith))
  rw [(hasDerivAt_exchangePotential z hh hx0 hx1).deriv]
  constructor
  · rw [div_eq_zero_iff, or_iff_left hq.ne', sub_eq_zero, div_eq_iff hs.ne',
      eq_div_iff hz'.ne']
    constructor <;> intro e <;> linarith
  · rw [le_div_iff₀ hq, zero_mul, sub_nonneg, le_div_iff₀ hs, le_div_iff₀ hz']
    constructor <;> intro e <;> linarith

/-- The spinodal of the quasichemical solution: the compositions at which the exchange
potential has zero slope. -/
theorem spinodal_iff {z h x : ℝ} (hz : 2 < z) (hh : 0 < h) (hx0 : 0 < x) (hx1 : x < 1) :
    deriv (exchangePotential z h) x = 0 ↔ x * (1 - x) * (h - 1) * (z - 2) ^ 2 = z - 1 := by
  obtain ⟨hs, h2, -⟩ := pairRoot_spec hh hx0 hx1
  have hz' : 0 < z - 2 := by linarith
  rw [(slope_iff hz hh hx0 hx1).1, eq_div_iff hz'.ne']
  constructor
  · intro e
    linear_combination (1 / 4) * (z + (z - 2) * pairRoot h x) * e - (z - 2) ^ 2 / 4 * h2
  · intro e
    have hm : (z - (z - 2) * pairRoot h x) * (z + (z - 2) * pairRoot h x) = 0 := by
      linear_combination -4 * e - (z - 2) ^ 2 * h2
    have hp := mul_pos hz' hs
    rcases mul_eq_zero.1 hm with h0 | h0 <;> linarith

/-- At equal composition, with `h = exp (2 * w / T)`, the root equals `exp (w / T)`. -/
theorem pairRoot_half (w T : ℝ) :
    pairRoot (Real.exp (2 * w / T)) (1 / 2) = Real.exp (w / T) := by
  have h1 : Real.exp (2 * w / T) = Real.exp (w / T) * Real.exp (w / T) := by
    rw [← Real.exp_add]
    congr 1
    ring
  have h2 : 1 + 4 * (1 / 2) * (1 - 1 / 2) * (Real.exp (2 * w / T) - 1)
      = Real.exp (w / T) ^ 2 := by
    rw [h1]
    ring
  unfold pairRoot
  rw [h2, Real.sqrt_sq (Real.exp_pos _).le]

/-- At equal composition the exchange potential has zero slope exactly at the temperature
`w / ln (z / (z - 2))`. -/
theorem critical_temperature {z w T : ℝ} (hz : 2 < z) (hT : 0 < T) :
    deriv (exchangePotential z (Real.exp (2 * w / T))) (1 / 2) = 0 ↔
      T = w / Real.log (z / (z - 2)) := by
  have hz' : 0 < z - 2 := by linarith
  have hr : 0 < z / (z - 2) := div_pos (by linarith) hz'
  have hL : 0 < Real.log (z / (z - 2)) := Real.log_pos ((one_lt_div hz').2 (by linarith))
  rw [(slope_iff hz (Real.exp_pos _) (by norm_num) (by norm_num)).1, pairRoot_half]
  constructor
  · intro e
    have h1 : w / T = Real.log (z / (z - 2)) := by rw [← e, Real.log_exp]
    rw [div_eq_iff hT.ne'] at h1
    rw [eq_div_iff hL.ne']
    linarith
  · intro e
    rw [eq_div_iff hL.ne'] at e
    have h1 : w / T = Real.log (z / (z - 2)) := by
      rw [div_eq_iff hT.ne']
      linarith
    rw [h1, Real.exp_log hr]

/-- For positive `w`, the exchange potential has nonnegative slope at every composition
exactly when the temperature is at least `w / ln (z / (z - 2))`. -/
theorem stable_iff {z w T : ℝ} (hz : 2 < z) (hw : 0 < w) (hT : 0 < T) :
    (∀ x, 0 < x → x < 1 → 0 ≤ deriv (exchangePotential z (Real.exp (2 * w / T))) x) ↔
      w / Real.log (z / (z - 2)) ≤ T := by
  have hz' : 0 < z - 2 := by linarith
  have hr : 0 < z / (z - 2) := div_pos (by linarith) hz'
  have hL : 0 < Real.log (z / (z - 2)) := Real.log_pos ((one_lt_div hz').2 (by linarith))
  have hc : Real.exp (w / T) ≤ z / (z - 2) ↔ w / Real.log (z / (z - 2)) ≤ T := by
    rw [← Real.le_log_iff_exp_le hr, div_le_iff₀ hT, div_le_iff₀ hL, mul_comm]
  rw [← hc]
  constructor
  · intro H
    have h1 := (slope_iff hz (Real.exp_pos _) (by norm_num) (by norm_num)).2.1
      (H (1 / 2) (by norm_num) (by norm_num))
    rwa [pairRoot_half] at h1
  · intro H x hx0 hx1
    refine (slope_iff hz (Real.exp_pos _) hx0 hx1).2.2 (le_trans ?_ H)
    -- the root is largest at equal composition
    have h1 : 1 ≤ Real.exp (2 * w / T) := Real.one_le_exp (by positivity)
    rw [← pairRoot_half w T]
    unfold pairRoot
    apply Real.sqrt_le_sqrt
    nlinarith [mul_nonneg (sq_nonneg (1 - 2 * x)) (sub_nonneg.2 h1)]

end

end QuasichemicalSolution
```

```lean
#print axioms QuasichemicalSolution.spinodal_iff
#print axioms QuasichemicalSolution.critical_temperature
#print axioms QuasichemicalSolution.stable_iff
```

```
'QuasichemicalSolution.spinodal_iff' depends on axioms: [propext, Classical.choice, Quot.sound]
'QuasichemicalSolution.critical_temperature' depends on axioms: [propext, Classical.choice, Quot.sound]
'QuasichemicalSolution.stable_iff' depends on axioms: [propext, Classical.choice, Quot.sound]
```

## How the equation for s carries the proof

`pairRoot_spec` supplies three facts: s is positive, its square is the expected expression, and it exceeds |1 − 2x|. The last comes from comparing squares. `likePairs_eq` clears the denominator 1 + s to obtain the factored like-pair probabilities. `quasichemical_law` reads off their signs and proves the mass-action law with `linear_combination`, using the equations for s² and for p(1 + s).

`exchangePotential_eq` splits the logarithms. Each splitting rule needs nonzero arguments: the inequality s > |1 − 2x| provides this for u and v, and 0 < x < 1 provides it for x and 1 − x.

The calculus is in `hasDerivAt_exchangePotential`. The derivative of the root is called `b`, and only the product `hbs`, our equation for ss′, is kept. The facts `hA`, `hB` and `hM` differentiate ln u, ln v and ln(1 − x). Since the split form of μ was proved only for compositions between 0 and 1, `congr_of_eventuallyEq` transfers its derivative by using agreement in a neighbourhood of x. The identity `key` is the collapse to 1/(sq), and `key2` is the corresponding 1/q. This theorem establishes differentiability as well as the value, so the later statements about `deriv` concern a genuine slope.

`slope_iff` removes the positive denominators and compares s with z/(z − 2). In `spinodal_iff`, the reverse direction factors a difference of squares into

(z − (z − 2)s)(z + (z − 2)s) = 0

The second factor is positive, so the first must vanish.

`pairRoot_half` evaluates s at equal composition by writing h as the square of exp(w/T). `critical_temperature` combines this with `slope_iff` and takes logarithms in one direction and exponentials in the other.

For `stable_iff`, the auxiliary equivalence `hc` converts the bound on exp(w/T) into the bound on T. Stability at every composition implies the bound by evaluation at x = 1/2. Conversely, monotonicity of the square root shows that s is nowhere larger than at x = 1/2; the final `nlinarith` gets the required inequality from (1 − 2x)²(h − 1) ≥ 0.
